# For orbitals of definite spin, the Bethe-Salpeter matrix conserves spin projection and its spin-flip entries contain no exchange integrals

Exchange here means electron-hole exchange: integrals of the bare Coulomb interaction between the transition densities of two electron-hole pairs. The direct integrals contain the screened interaction. In time-dependent Hartree-Fock their place is taken by the terms that come from Fock exchange, and such terms can remain in spin-flip entries. The exchange integrals are kept out of the model and passed to the matrix as separate arguments `K` and `L`, so that "independent of exchange" means that an entry is the same for any two choices of them. The spins, the transition gaps and the direct integrals stay fixed during this comparison.

```lean
import Mathlib

open Matrix

namespace BetheSalpeterSpinFlip

noncomputable section

/-- Spin projections of the occupied and virtual orbitals, the energy gap of each transition
`(i, a)`, and the direct integrals that enter the blocks `A` and `B`. -/
structure Model (I V : Type*) where
  occSpin : I → ℚ
  virSpin : V → ℚ
  gap : I × V → ℝ
  directA : Matrix (I × V) (I × V) ℂ
  directB : Matrix (I × V) (I × V) ℂ

/-- The Kronecker delta of two spin projections. -/
def delta (x y : ℚ) : ℂ := if x = y then 1 else 0

theorem delta_mul (x y : ℚ) : delta x y * (x : ℂ) = delta x y * (y : ℂ) := by
  unfold delta
  split_ifs with h
  · rw [h]
  · simp

variable {I V : Type*} [DecidableEq I] [DecidableEq V] (M : Model I V)

/-- The spin change `s_a - s_i` of the transition from `i` to `a`. -/
def Model.transfer (p : I × V) : ℂ := (M.virSpin p.2 : ℂ) - (M.occSpin p.1 : ℂ)

/-- The block `A`: gap, plus exchange `K` with `δ(s_i,s_a) δ(s_j,s_b)`, minus the direct term
with `δ(s_i,s_j) δ(s_a,s_b)`. -/
def Model.blockA (K : Matrix (I × V) (I × V) ℂ) : Matrix (I × V) (I × V) ℂ :=
  Matrix.of fun p q => (if p = q then (M.gap p : ℂ) else 0)
    + delta (M.occSpin p.1) (M.virSpin p.2) * delta (M.occSpin q.1) (M.virSpin q.2) * K p q
    - delta (M.occSpin p.1) (M.occSpin q.1) * delta (M.virSpin p.2) (M.virSpin q.2)
      * M.directA p q

/-- The block `B`: exchange `L` with `δ(s_i,s_a) δ(s_j,s_b)`, minus the direct term with
`δ(s_i,s_b) δ(s_a,s_j)`. -/
def Model.blockB (L : Matrix (I × V) (I × V) ℂ) : Matrix (I × V) (I × V) ℂ :=
  Matrix.of fun p q =>
    delta (M.occSpin p.1) (M.virSpin p.2) * delta (M.occSpin q.1) (M.virSpin q.2) * L p q
    - delta (M.occSpin p.1) (M.virSpin q.2) * delta (M.virSpin p.2) (M.occSpin q.1)
      * M.directB p q

/-- The Bethe-Salpeter matrix `[[A, B], [-conj B, -conj A]]`. -/
def Model.bse (K L : Matrix (I × V) (I × V) ℂ) :
    Matrix ((I × V) ⊕ (I × V)) ((I × V) ⊕ (I × V)) ℂ :=
  fromBlocks (M.blockA K) (M.blockB L)
    (-(M.blockB L).map (starRingEnd ℂ)) (-(M.blockA K).map (starRingEnd ℂ))

/-- The diagonal of `diag(Z, -Z)`: the spin change for excitations, its negative for
de-excitations. -/
def Model.charge : (I × V) ⊕ (I × V) → ℂ :=
  Sum.elim M.transfer (fun p => -M.transfer p)

omit [DecidableEq I] [DecidableEq V] in
theorem conj_transfer (p : I × V) : starRingEnd ℂ (M.transfer p) = M.transfer p := by
  simp [Model.transfer]

/-- Selection rule for `A`: it couples only transitions with equal spin change. -/
theorem blockA_selection (K : Matrix (I × V) (I × V) ℂ) (p q : I × V) :
    M.transfer p * M.blockA K p q = M.blockA K p q * M.transfer q := by
  have h0 : M.transfer p * (if p = q then (M.gap p : ℂ) else 0)
      = (if p = q then (M.gap p : ℂ) else 0) * M.transfer q := by
    split_ifs with h
    · subst h; ring
    · simp
  have h1 := delta_mul (M.occSpin p.1) (M.virSpin p.2)
  have h2 := delta_mul (M.occSpin q.1) (M.virSpin q.2)
  have h3 := delta_mul (M.occSpin p.1) (M.occSpin q.1)
  have h4 := delta_mul (M.virSpin p.2) (M.virSpin q.2)
  simp only [Model.transfer, Model.blockA, Matrix.of_apply] at h0 ⊢
  linear_combination h0 - delta (M.occSpin q.1) (M.virSpin q.2) * K p q * h1
    + delta (M.occSpin p.1) (M.virSpin p.2) * K p q * h2
    + delta (M.virSpin p.2) (M.virSpin q.2) * M.directA p q * h3
    - delta (M.occSpin p.1) (M.occSpin q.1) * M.directA p q * h4

omit [DecidableEq I] [DecidableEq V] in
/-- Selection rule for `B`: it couples only transitions with opposite spin change. -/
theorem blockB_selection (L : Matrix (I × V) (I × V) ℂ) (p q : I × V) :
    M.transfer p * M.blockB L p q = -(M.blockB L p q * M.transfer q) := by
  have h1 := delta_mul (M.occSpin p.1) (M.virSpin p.2)
  have h2 := delta_mul (M.occSpin q.1) (M.virSpin q.2)
  have h5 := delta_mul (M.occSpin p.1) (M.virSpin q.2)
  have h6 := delta_mul (M.virSpin p.2) (M.occSpin q.1)
  simp only [Model.transfer, Model.blockB, Matrix.of_apply]
  linear_combination -delta (M.occSpin q.1) (M.virSpin q.2) * L p q * h1
    - delta (M.occSpin p.1) (M.virSpin p.2) * L p q * h2
    + delta (M.virSpin p.2) (M.occSpin q.1) * M.directB p q * h5
    - delta (M.occSpin p.1) (M.virSpin q.2) * M.directB p q * h6

/-- Every entry of the Bethe-Salpeter matrix whose row or column belongs to a spin-flip
transition is independent of the exchange integrals. -/
theorem spinFlip_exchange_independent (K L K' L' : Matrix (I × V) (I × V) ℂ)
    (x y : (I × V) ⊕ (I × V)) (h : M.charge x ≠ 0 ∨ M.charge y ≠ 0) :
    M.bse K L x y = M.bse K' L' x y := by
  -- the exchange delta vanishes on a spin-flip transition
  have hd : ∀ p, M.transfer p ≠ 0 → delta (M.occSpin p.1) (M.virSpin p.2) = 0 := by
    intro p hp
    exact if_neg fun e => hp (by simp [Model.transfer, e])
  have key : ∀ p q, (M.transfer p ≠ 0 ∨ M.transfer q ≠ 0) →
      M.blockA K p q = M.blockA K' p q ∧ M.blockB L p q = M.blockB L' p q := by
    intro p q hz
    rcases hz with hz | hz <;> simp [Model.blockA, Model.blockB, hd _ hz]
  rcases x with p | p <;> rcases y with q | q <;>
  · obtain ⟨hA, hB⟩ := key p q (by simpa [Model.charge] using h)
    simp only [Model.bse, fromBlocks_apply₁₁, fromBlocks_apply₁₂, fromBlocks_apply₂₁,
      fromBlocks_apply₂₂, Matrix.neg_apply, Matrix.map_apply, hA, hB]

/-- Two choices of exchange integrals give the same Bethe-Salpeter matrix exactly when they
agree on all pairs of spin-conserving transitions. -/
theorem bse_eq_iff (K L K' L' : Matrix (I × V) (I × V) ℂ) :
    M.bse K L = M.bse K' L' ↔ ∀ p q, M.transfer p = 0 → M.transfer q = 0 →
      K p q = K' p q ∧ L p q = L' p q := by
  constructor
  · intro h p q hp hq
    have hd : ∀ r, M.transfer r = 0 → delta (M.occSpin r.1) (M.virSpin r.2) = 1 := by
      intro r hr
      have e : (M.virSpin r.2 : ℂ) = (M.occSpin r.1 : ℂ) := sub_eq_zero.mp hr
      have e' : M.virSpin r.2 = M.occSpin r.1 := by exact_mod_cast e
      exact if_pos e'.symm
    have eA := congrFun (congrFun h (Sum.inl p)) (Sum.inl q)
    have eB := congrFun (congrFun h (Sum.inl p)) (Sum.inr q)
    simp only [Model.bse, fromBlocks_apply₁₁, fromBlocks_apply₁₂, Model.blockA, Model.blockB,
      Matrix.of_apply, hd p hp, hd q hq] at eA eB
    exact ⟨by linear_combination eA, by linear_combination eB⟩
  · intro h
    ext x y
    by_cases hc : M.charge x ≠ 0 ∨ M.charge y ≠ 0
    · exact spinFlip_exchange_independent M K L K' L' x y hc
    · rcases x with p | p <;> rcases y with q | q <;>
      · have hz : M.transfer p = 0 ∧ M.transfer q = 0 := by simpa [Model.charge] using hc
        obtain ⟨hK, hL⟩ := h p q hz.1 hz.2
        simp only [Model.bse, fromBlocks_apply₁₁, fromBlocks_apply₁₂, fromBlocks_apply₂₁,
          fromBlocks_apply₂₂, Matrix.neg_apply, Matrix.map_apply, Model.blockA, Model.blockB,
          Matrix.of_apply, hK, hL]

variable [Fintype I] [Fintype V]

/-- The Bethe-Salpeter matrix commutes with `diag(Z, -Z)`, where `Z` is the diagonal matrix of
the spin changes `s_a - s_i`. -/
theorem bse_commute (K L : Matrix (I × V) (I × V) ℂ) :
    M.bse K L * diagonal M.charge = diagonal M.charge * M.bse K L := by
  ext x y
  rw [Matrix.mul_diagonal, Matrix.diagonal_mul]
  rcases x with p | p <;> rcases y with q | q <;>
    simp only [Model.bse, Model.charge, fromBlocks_apply₁₁, fromBlocks_apply₁₂,
      fromBlocks_apply₂₁, fromBlocks_apply₂₂, Matrix.neg_apply, Matrix.map_apply,
      Sum.elim_inl, Sum.elim_inr]
  · linear_combination -blockA_selection M K p q
  · linear_combination -blockB_selection M L p q
  · have c := congrArg (starRingEnd ℂ) (blockB_selection M L p q)
    simp only [map_mul, map_neg, conj_transfer] at c
    linear_combination -c
  · have c := congrArg (starRingEnd ℂ) (blockA_selection M K p q)
    simp only [map_mul, conj_transfer] at c
    linear_combination -c

/-- If `x` solves the Bethe-Salpeter equation at energy `ω`, then `diag(Z, -Z) x` satisfies the
equation at the same `ω` for any other exchange integrals. -/
theorem spinFlip_energy_exchange_independent (K L K' L' : Matrix (I × V) (I × V) ℂ)
    (x : (I × V) ⊕ (I × V) → ℂ) (ω : ℂ) (hx : M.bse K L *ᵥ x = ω • x) :
    M.bse K' L' *ᵥ (diagonal M.charge *ᵥ x) = ω • (diagonal M.charge *ᵥ x) := by
  -- behind `diag(Z, -Z)` only the spin-flip columns survive
  have e : M.bse K' L' * diagonal M.charge = M.bse K L * diagonal M.charge := by
    ext u v
    rw [Matrix.mul_diagonal, Matrix.mul_diagonal]
    by_cases h : M.charge v = 0
    · simp [h]
    · rw [spinFlip_exchange_independent M K' L' K L u v (Or.inr h)]
  rw [Matrix.mulVec_mulVec, e, bse_commute, ← Matrix.mulVec_mulVec, hx, Matrix.mulVec_smul]

/-- With equal signs, `diag(Z, Z)` commutes with the Bethe-Salpeter matrix if and only if
`Z B = 0`. -/
theorem commute_equal_signs_iff (K L : Matrix (I × V) (I × V) ℂ) :
    M.bse K L * diagonal (Sum.elim M.transfer M.transfer)
      = diagonal (Sum.elim M.transfer M.transfer) * M.bse K L
      ↔ diagonal M.transfer * M.blockB L = 0 := by
  constructor
  · intro h
    ext p q
    have e := congrFun (congrFun h (Sum.inl p)) (Sum.inr q)
    rw [Matrix.mul_diagonal, Matrix.diagonal_mul] at e
    simp only [Model.bse, fromBlocks_apply₁₂, Sum.elim_inl, Sum.elim_inr] at e
    rw [Matrix.diagonal_mul, Matrix.zero_apply]
    -- `B` both commutes and anticommutes with `Z`
    linear_combination (1 / 2) * blockB_selection M L p q - (1 / 2) * e
  · intro h
    have hB : ∀ p q, M.transfer p * M.blockB L p q = 0 := by
      intro p q
      have e := congrFun (congrFun h p) q
      rwa [Matrix.diagonal_mul, Matrix.zero_apply] at e
    ext x y
    rw [Matrix.mul_diagonal, Matrix.diagonal_mul]
    rcases x with p | p <;> rcases y with q | q <;>
      simp only [Model.bse, fromBlocks_apply₁₁, fromBlocks_apply₁₂, fromBlocks_apply₂₁,
        fromBlocks_apply₂₂, Matrix.neg_apply, Matrix.map_apply, Sum.elim_inl, Sum.elim_inr]
    · linear_combination -blockA_selection M K p q
    · linear_combination blockB_selection M L p q - 2 * hB p q
    · have c := congrArg (starRingEnd ℂ) (blockB_selection M L p q)
      have d := congrArg (starRingEnd ℂ) (hB p q)
      simp only [map_mul, map_neg, map_zero, conj_transfer] at c d
      linear_combination -c + 2 * d
    · have c := congrArg (starRingEnd ℂ) (blockA_selection M K p q)
      simp only [map_mul, conj_transfer] at c
      linear_combination c

end

end BetheSalpeterSpinFlip
```

```lean
#print axioms BetheSalpeterSpinFlip.spinFlip_exchange_independent
#print axioms BetheSalpeterSpinFlip.bse_eq_iff
#print axioms BetheSalpeterSpinFlip.spinFlip_energy_exchange_independent
#print axioms BetheSalpeterSpinFlip.commute_equal_signs_iff
```

```
'BetheSalpeterSpinFlip.spinFlip_exchange_independent' depends on axioms: [propext, Classical.choice, Quot.sound]
'BetheSalpeterSpinFlip.bse_eq_iff' depends on axioms: [propext, Classical.choice, Quot.sound]
'BetheSalpeterSpinFlip.spinFlip_energy_exchange_independent' depends on axioms: [propext, Classical.choice, Quot.sound]
'BetheSalpeterSpinFlip.commute_equal_signs_iff' depends on axioms: [propext, Classical.choice, Quot.sound]
```

## The matrix and its spin deltas

Let i, j be occupied orbitals and a, b virtual ones, each with a definite spin projection s. A transition is a pair, p = (i,a) or q = (j,b). Write ε_p for its real gap, K and L for the exchange integrals in A and B, and W and U for the direct integrals in A and B. The blocks are

A_pq = ε_p δ_pq + δ(s_i,s_a) δ(s_j,s_b) K_pq − δ(s_i,s_j) δ(s_a,s_b) W_pq

B_pq = δ(s_i,s_a) δ(s_j,s_b) L_pq − δ(s_i,s_b) δ(s_a,s_j) U_pq

and, with a bar for entrywise complex conjugation, the Bethe-Salpeter matrix is

H = [[A, B], [−B̄, −Ā]].

In A, the exchange term annihilates one electron-hole pair and creates another, so each pair must have equal occupied and virtual spins. The direct term scatters the electron and the hole separately, and each keeps its spin. B describes two pairs created together. Its exchange term takes one electron from i to a and the other from j to b, while its direct term takes them from i to b and from j to a; each electron keeps its spin, which gives the deltas in B.

In the file, `Model` holds the spins (`occSpin`, `virSpin`), ε (`gap`), W (`directA`) and U (`directB`). Spins are rational numbers, so half-integers are included, but nothing restricts them to ±1/2. The matrix `M.bse K L` is indexed by two copies of the transitions: `Sum.inl p` is the excitation p and `Sum.inr p` the corresponding de-excitation.

The spin change of a transition is `M.transfer p`:

z_p = s_a − s_i.

Let Z be the diagonal matrix of the z_p, and D = diag(Z, −Z). The diagonal of D is `M.charge`: a de-excitation undoes the spin change of its transition, hence the minus sign. A spin-flip row or column is one where this number is nonzero.

## Why H commutes with D

Take A term by term. The gap term needs p = q, so z_p = z_q. The exchange term needs s_i = s_a and s_j = s_b, so z_p = z_q = 0. The direct term needs s_i = s_j and s_a = s_b, so again z_p = z_q. Every nonzero entry therefore joins equal spin changes:

z_p A_pq = A_pq z_q, or ZA = AZ.

In B the exchange term again has z_p = z_q = 0. The direct term needs s_i = s_b and s_a = s_j, which gives

z_p = s_a − s_i = s_j − s_b = −z_q.

Hence

z_p B_pq = −B_pq z_q, or ZB = −BZ.

Since Z is real, Ā and B̄ obey the same two rules. Multiplying out the blocks,

HD = [[AZ, −BZ], [−B̄Z, ĀZ]]

DH = [[ZA, ZB], [ZB̄, ZĀ]]

and the rules make these equal. This is `bse_commute`.

The Lean proof starts from `delta_mul`, which says δ(x,y) x = δ(x,y) y. `blockA_selection` and `blockB_selection` apply it to each spin delta, and `linear_combination` adds the results with the integrals as coefficients. `bse_commute` then compares entries in the four blocks. The upper two use the selection rules directly; the lower two use their complex conjugates, with `conj_transfer` supplying the reality of Z.

## Where exchange drops out

If z_p ≠ 0, then s_i ≠ s_a and δ(s_i,s_a) = 0. The exchange term vanishes from every entry of A and B in row p, and by the second delta from every entry in column p. The lower blocks follow by conjugation and a sign. `spinFlip_exchange_independent` states this for any entry whose row or column is a spin flip; in its proof, `hd` is the vanishing delta and `key` carries it to both blocks.

`bse_eq_iff` shows that nothing more drops out. Two choices (K, L) and (K′, L′) give the same H exactly when K_pq = K′_pq and L_pq = L′_pq for all p, q with z_p = z_q = 0. On such pairs both exchange deltas equal 1, so equality of the upper blocks of H returns equality of the integrals. Conversely, agreement there settles the spin-conserving entries, and the previous theorem settles the rest.

## Consequences for the excitation energies

Suppose H x = ω x, where x is now a vector, and let H′ be built from other exchange integrals. D multiplies each column by its spin change, which removes the spin-conserving columns, and the remaining columns of H and H′ agree. So H′D = HD, and

H′(Dx) = HDx = DHx = ω Dx.

This is `spinFlip_energy_exchange_independent`; the step `e` in its proof is H′D = HD. If Dx ≠ 0, then ω is an eigenvalue for every choice of exchange integrals. If x has only spin-conserving components, Dx = 0 and the equation carries no information.

For a static kernel in a finite set of collinear-spin orbitals, this means that spin-flip excitations can be computed without building the K and L terms.

## The minus sign in diag(Z, −Z)

With equal signs, the upper right block of the commutation condition reads BZ = ZB. Together with ZB = −BZ this gives 2ZB = 0. Conversely, ZB = 0 makes BZ vanish too, and all four blocks then commute. So `commute_equal_signs_iff` says that diag(Z, Z) commutes with H if and only if ZB = 0, that is, when every spin-flip row of B is zero. Neglecting B, as the Tamm-Dancoff approximation does, is one such case.

## Four transitions with numbers

Take one occupied and one virtual spatial orbital, each with spin ↑ and ↓. Let all gaps be 9, all entries of W be 4 and all entries of U be 3, in some energy unit. The spin-flip transitions are f = (i↑ → a↓) with z_f = −1 and g = (i↓ → a↑) with z_g = +1.

The excitation f and the de-excitation g both have −1 on the diagonal of D. Here A_ff = A_gg = 9 − 4 = 5 and B_fg = B_gf = −3, so H restricted to these two components is

[[5, −3], [3, −5]], with ω² = 25 − 9 = 16 and ω = ±4.

For ω = 4 the vector (3, 1) works: 5·3 − 3·1 = 12 and 3·3 − 5·1 = 4. No exchange integral has entered. The entry B_fg = −3 also shows that ZB ≠ 0, so diag(Z, Z) does not commute with this H.

Now let every entry of K and L be k, and look at the spin-conserving transitions ↑→↑ and ↓→↓. Their normalised sum, the singlet, has A = 5 + 2k and B = −3 + 2k, so

ω² = (5 + 2k)² − (−3 + 2k)² = 16 + 32k.

With k = 4 the positive energy is 12. The normalised difference, the triplet with zero spin projection, has A = 5 and B = −3 and stays at 4, level with the spin flips.

## Limits of the model

That last degeneracy comes from gaps and integrals that do not depend on spin. The theorems make no such assumption, and they sort transitions by spin projection, not by total spin. They therefore do not separate singlet from triplet within the spin-conserving transitions.

The spin deltas are put in by definition. They stand for spin-independent interactions between orbitals of definite spin projection, so noncollinear orbitals, and spin-orbit coupling that mixes the spin projections, are excluded.

The arrays K, L, W and U are arbitrary complex matrices, with no symmetry imposed and no link between them. In a real calculation the Coulomb interaction also determines the screened direct term and the quasiparticle gaps, so a change in the interaction itself would move the spin-flip energies through those quantities.

The selection rules, `spinFlip_exchange_independent` and `bse_eq_iff` hold for any sets of orbitals. Those that multiply matrices, from `bse_commute` onwards, need finitely many.
